# For U > 0, the Müller interaction on a finite Hubbard lattice is at least (U/2) Σ_x r_x(r_x − 1), with equality exactly for site-diagonal spin blocks

## The square root as a matrix with two properties

The Müller functional needs the square root of a density matrix. Here that root is not computed by a function of G. It is a second matrix S, tied to G by two conditions: S is positive semidefinite, and S·S = G. The predicate `IsPosRoot S G` records both. They make G positive semidefinite as well, since S is Hermitian and G = S†S. Conversely, every positive semidefinite matrix has exactly one such root, by a standard theorem of linear algebra, so this description leaves no freedom in the energy.

## Hartree repulsion and square-root exchange

Take a finite set of L sites and a one-particle density matrix without spin-flip elements, so that it consists of two blocks G_σ with σ = up, dn. Let S_σ be the positive root of G_σ, and let

r_x = (G_up)_xx + (G_dn)_xx

be the density on site x. With on-site repulsion U, the Müller interaction is

W = (U/2) Σ_x ( r_x² − |(S_up)_xx|² − |(S_dn)_xx|² ).

The first term is the Hartree energy, including the repulsion of each electron with itself. The other two are the exchange terms, with the root in the place where Hartree–Fock has G itself.

## What is claimed, and for which matrices

For U > 0,

W ≥ (U/2) Σ_x r_x(r_x − 1),

and equality holds if and only if G_up and G_dn are both diagonal in the site basis. This is `mueller_lower_bound`.

In the Lean statement the sites form an arbitrary finite type `n`, and the blocks `Gu`, `Gd` and roots `Su`, `Sd` are complex matrices indexed by it. `siteDensity` takes real parts of diagonal elements, which are real anyway under the hypotheses. `muellerInteraction` is W, and `IsDiag` says that all elements between different sites vanish.

Neither the Pauli bound (occupations at most 1) nor a fixed particle number is assumed. The theorem concerns the interaction alone; hopping and the minimisation of a total energy do not enter.

Both sign conditions matter. At U = 0 the two sides agree for every G, so equality says nothing about diagonality. For the root, being Hermitian is not enough: the matrix that swaps two sites squares to the identity, which is diagonal, while the swap is not.

## The gap is off-site weight

Since S is Hermitian, S_yx is the complex conjugate of S_xy, and therefore

G_xx = Σ_y S_xy S_yx = Σ_y |S_xy|².

Separate the term y = x and add the two spins:

r_x = Σ_σ |(S_σ)_xx|² + Σ_σ Σ_{y≠x} |(S_σ)_xy|².

Solving for the exchange terms and inserting them in W gives

W = (U/2) Σ_x r_x(r_x − 1) + (U/2) [ D(S_up) + D(S_dn) ],

where D(S) = Σ_x Σ_{y≠x} |S_xy|². This identity holds for every real U. As D(S) is a sum of squares, it is nonnegative, and it is zero exactly when S is diagonal. For U > 0 the bound follows, with equality exactly when both roots are diagonal.

## A diagonal G has a diagonal positive root

It remains to pass from the roots to the density matrices. If S is diagonal, then for x ≠ y every term of G_xy = Σ_z S_xz S_zy vanishes, because z cannot equal both x and y.

Now let G be diagonal. Fix a site y and set g = G_yy = Σ_z |S_yz|².

If g = 0, row y of S vanishes, and by Hermiticity so does column y.

If g > 0, let s = √g, let e_y be the unit vector on site y, and put v = S e_y − s e_y. Then

S v = G e_y − s S e_y = s² e_y − s S e_y = −s v.

Positivity of S gives 0 ≤ v†S v = −s ‖v‖², so v = 0. Hence S e_y = s e_y, and column y has no off-diagonal elements.

## The lowest value, −UL/8

Completing the square,

r_x(r_x − 1) = (r_x − 1/2)² − 1/4.

So for U > 0 the interaction is never below −UL/8. It takes this value exactly when both blocks are diagonal and every site has density 1/2. An example has occupation 1/4 per site and spin: the root has 1/2 on the diagonal, and each site contributes (U/2)(1/4 − 1/4 − 1/4) = −U/8.

The true expectation value of a repulsive Hubbard interaction cannot be negative, so on these finite lattices the bound shows by how much the Müller approximation can fall below zero, and at which densities.

## The dimer in a density-matrix calculation

The root can be written in terms of the eigenvalues and eigenvectors of a spin block. With occupations n_k and orthonormal natural orbitals φ_k, its diagonal is

S_xx = Σ_k √n_k |φ_k(x)|².

Consider two sites with one electron per spin, and let the bonding and antibonding orbitals have occupations a and b in each spin block, with a + b = 1. Every site has density 1, so the lower bound is 0. The root has S_xx = (√a + √b)/2 and off-diagonal element (√a − √b)/2, which gives

W = (U/2)(√a − √b)².

The interaction is therefore entirely off-site weight. With hopping amplitude t > 0 the kinetic energy is −2t(a − b), which favours a = 1, while W favours a = b. The minimisation balances the two. At a = 1 the interaction is U/2, which is the non-diagonal example in the file.

## The complete Lean file

```lean
import Mathlib

open Matrix
open scoped ComplexOrder

namespace MuellerHubbard

noncomputable section

variable {n : Type*} [Fintype n] [DecidableEq n]

/-- `S` is a positive semidefinite square root of the one-particle density matrix `G`. -/
structure IsPosRoot (S G : Matrix n n ℂ) : Prop where
  psd : S.PosSemidef
  sq : S * S = G

/-- The density on site `x`, summed over the two spin blocks. -/
def siteDensity (Gu Gd : Matrix n n ℂ) (x : n) : ℝ := (Gu x x).re + (Gd x x).re

/-- The Müller interaction energy on a Hubbard lattice: on-site Hartree repulsion minus exchange
built from `Su`, `Sd`. These are meant to be the positive square roots of the spin blocks `Gu`,
`Gd`; the definition itself does not require it. -/
def muellerInteraction (U : ℝ) (Gu Gd Su Sd : Matrix n n ℂ) : ℝ :=
  U / 2 * ∑ x, (siteDensity Gu Gd x ^ 2 - ‖Su x x‖ ^ 2 - ‖Sd x x‖ ^ 2)

/-- The total squared modulus of the matrix elements of `S` between different sites. -/
def offSiteWeight (S : Matrix n n ℂ) : ℝ :=
  ∑ x, ∑ y ∈ Finset.univ.erase x, ‖S x y‖ ^ 2

omit [DecidableEq n] in
/-- Each diagonal element of `G` is the squared norm of the corresponding row of its positive square
root `S`. -/
theorem density_eq_row_norm {S G : Matrix n n ℂ} (h : IsPosRoot S G) (x : n) :
    G x x = ((∑ y, ‖S x y‖ ^ 2 : ℝ) : ℂ) := by
  rw [← h.sq, Matrix.mul_apply, Complex.ofReal_sum]
  refine Finset.sum_congr rfl fun y _ => ?_
  have hy : S y x = star (S x y) := (h.psd.isHermitian.apply y x).symm
  rw [hy, Complex.star_def, Complex.mul_conj, Complex.normSq_eq_norm_sq]

/-- The off-site weight is nonnegative, and it vanishes exactly for matrices that are
diagonal in the site basis. -/
theorem offSiteWeight_nonneg_and_eq_zero_iff (S : Matrix n n ℂ) :
    0 ≤ offSiteWeight S ∧ (offSiteWeight S = 0 ↔ S.IsDiag) := by
  have hrow : ∀ x, 0 ≤ ∑ y ∈ Finset.univ.erase x, ‖S x y‖ ^ 2 :=
    fun x => Finset.sum_nonneg fun y _ => sq_nonneg _
  refine ⟨Finset.sum_nonneg fun x _ => hrow x, fun h x y hxy => ?_, fun h => ?_⟩
  · have h1 := (Finset.sum_eq_zero_iff_of_nonneg fun x _ => hrow x).1 h x (Finset.mem_univ x)
    have h2 := (Finset.sum_eq_zero_iff_of_nonneg fun y _ => sq_nonneg ‖S x y‖).1 h1 y
      (Finset.mem_erase.2 ⟨hxy.symm, Finset.mem_univ y⟩)
    exact norm_eq_zero.1 (pow_eq_zero_iff two_ne_zero |>.1 h2)
  · refine Finset.sum_eq_zero fun x _ => Finset.sum_eq_zero fun y hy => ?_
    have hxy : x ≠ y := (Finset.ne_of_mem_erase hy).symm
    rw [h hxy, norm_zero]
    norm_num

/-- A positive square root is diagonal in the site basis exactly when the density matrix is. -/
theorem root_isDiag_iff {S G : Matrix n n ℂ} (h : IsPosRoot S G) :
    S.IsDiag ↔ G.IsDiag := by
  constructor
  · intro hS x y hxy
    rw [← h.sq, Matrix.mul_apply]
    refine Finset.sum_eq_zero fun z _ => ?_
    by_cases hz : x = z
    · rw [← hz, hS hxy, mul_zero]
    · rw [hS hz, zero_mul]
  · intro hG x y hxy
    obtain ⟨g, hg⟩ : ∃ g : ℝ, g = ∑ z, ‖S y z‖ ^ 2 := ⟨_, rfl⟩
    have hyy : G y y = (g : ℂ) := by rw [hg]; exact density_eq_row_norm h y
    have hle : ‖S y x‖ ^ 2 ≤ g := by
      rw [hg]
      exact Finset.single_le_sum (f := fun z => ‖S y z‖ ^ 2)
        (fun z _ => sq_nonneg _) (Finset.mem_univ x)
    have hg0 : 0 ≤ g := le_trans (sq_nonneg _) hle
    rcases hg0.eq_or_lt with h0 | hpos
    · -- an empty site: the whole row of the root vanishes
      have h1 : ‖S y x‖ ^ 2 = 0 := le_antisymm (by linarith) (sq_nonneg _)
      have h2 : S y x = 0 := norm_eq_zero.1 (pow_eq_zero_iff two_ne_zero |>.1 h1)
      rw [← h.psd.isHermitian.apply x y, h2, star_zero]
    · -- an occupied site: `v = (S - s) e_y` would have the negative eigenvalue `-s`
      obtain ⟨s, hsdef⟩ : ∃ s : ℝ, s = Real.sqrt g := ⟨_, rfl⟩
      have hspos : 0 < s := by rw [hsdef]; exact Real.sqrt_pos.2 hpos
      have hsR : s * s = g := by rw [hsdef]; exact Real.mul_self_sqrt hg0
      have hs : (s : ℂ) * s = g := by rw [← Complex.ofReal_mul, hsR]
      obtain ⟨v, hv⟩ : ∃ v : n → ℂ, ∀ z, v z = S z y - if z = y then (s : ℂ) else 0 :=
        ⟨_, fun _ => rfl⟩
      have hSv : S *ᵥ v = (-(s : ℂ)) • v := by
        funext z
        have h1 : (S *ᵥ v) z = G z y - S z y * s := by
          rw [← h.sq, Matrix.mul_apply]
          simp [hv, Matrix.mulVec, dotProduct, mul_sub, Finset.sum_sub_distrib]
        rw [h1, Pi.smul_apply, smul_eq_mul, hv]
        by_cases hz : z = y
        · rw [if_pos hz, hz, hyy]
          linear_combination -hs
        · rw [if_neg hz, hG hz]
          ring
      have hnorm : star v ⬝ᵥ v = ((∑ z, ‖v z‖ ^ 2 : ℝ) : ℂ) := by
        rw [Complex.ofReal_sum]
        refine Finset.sum_congr rfl fun z _ => ?_
        rw [Pi.star_apply, Complex.star_def, mul_comm, Complex.mul_conj,
          Complex.normSq_eq_norm_sq]
      have hq := h.psd.dotProduct_mulVec_nonneg v
      rw [hSv, dotProduct_smul, smul_eq_mul, hnorm] at hq
      have hq' : 0 ≤ -s * ∑ z, ‖v z‖ ^ 2 := by exact_mod_cast hq
      have hvx : ‖v x‖ ^ 2 ≤ ∑ z, ‖v z‖ ^ 2 :=
        Finset.single_le_sum (f := fun z => ‖v z‖ ^ 2)
          (fun z _ => sq_nonneg _) (Finset.mem_univ x)
      have h3 : ‖v x‖ ^ 2 = 0 := le_antisymm (by nlinarith) (sq_nonneg _)
      have h4 : v x = 0 := norm_eq_zero.1 (pow_eq_zero_iff two_ne_zero |>.1 h3)
      rwa [hv, if_neg hxy, sub_zero] at h4

/-- The Müller interaction equals `(U/2) ∑ r (r - 1)` plus `U/2` times the total off-site weight of
the two positive square roots, for every real `U`. -/
theorem mueller_gap (U : ℝ) {Gu Gd Su Sd : Matrix n n ℂ}
    (hu : IsPosRoot Su Gu) (hd : IsPosRoot Sd Gd) :
    muellerInteraction U Gu Gd Su Sd
      = U / 2 * ∑ x, siteDensity Gu Gd x * (siteDensity Gu Gd x - 1)
        + U / 2 * (offSiteWeight Su + offSiteWeight Sd) := by
  have key : ∀ {S G : Matrix n n ℂ}, IsPosRoot S G → ∀ x,
      (G x x).re = ‖S x x‖ ^ 2 + ∑ y ∈ Finset.univ.erase x, ‖S x y‖ ^ 2 := by
    intro S G h x
    rw [density_eq_row_norm h x, Complex.ofReal_re]
    exact (Finset.add_sum_erase _ (fun y => ‖S x y‖ ^ 2) (Finset.mem_univ x)).symm
  unfold muellerInteraction offSiteWeight
  rw [← mul_add, ← Finset.sum_add_distrib, ← Finset.sum_add_distrib]
  congr 1
  refine Finset.sum_congr rfl fun x _ => ?_
  unfold siteDensity
  linear_combination key hu x + key hd x

/-- For `U > 0` the Müller interaction is at least `(U/2) ∑ r (r - 1)`, with equality exactly
when both spin blocks of the density matrix are diagonal in the site basis. -/
theorem mueller_lower_bound {U : ℝ} (hU : 0 < U) {Gu Gd Su Sd : Matrix n n ℂ}
    (hu : IsPosRoot Su Gu) (hd : IsPosRoot Sd Gd) :
    U / 2 * ∑ x, siteDensity Gu Gd x * (siteDensity Gu Gd x - 1)
        ≤ muellerInteraction U Gu Gd Su Sd ∧
      (muellerInteraction U Gu Gd Su Sd
          = U / 2 * ∑ x, siteDensity Gu Gd x * (siteDensity Gu Gd x - 1)
        ↔ Gu.IsDiag ∧ Gd.IsDiag) := by
  obtain ⟨pu, zu⟩ := offSiteWeight_nonneg_and_eq_zero_iff Su
  obtain ⟨pd, zd⟩ := offSiteWeight_nonneg_and_eq_zero_iff Sd
  rw [mueller_gap U hu hd, ← root_isDiag_iff hu, ← root_isDiag_iff hd, ← zu, ← zd]
  refine ⟨le_add_of_nonneg_right (by positivity), fun h => ?_, fun h => ?_⟩
  · have h1 : U / 2 * (offSiteWeight Su + offSiteWeight Sd) = 0 := by linarith
    have h2 := (mul_eq_zero.1 h1).resolve_left (by positivity)
    constructor <;> linarith
  · rw [h.1, h.2]
    ring

/-- For `U > 0` the Müller interaction on `L` sites is never below `-U L / 8`, and it takes this
value exactly when both spin blocks are diagonal and every site has density `1/2`. -/
theorem mueller_floor {U : ℝ} (hU : 0 < U) {Gu Gd Su Sd : Matrix n n ℂ}
    (hu : IsPosRoot Su Gu) (hd : IsPosRoot Sd Gd) :
    -(U * Fintype.card n / 8) ≤ muellerInteraction U Gu Gd Su Sd ∧
      (muellerInteraction U Gu Gd Su Sd = -(U * Fintype.card n / 8)
        ↔ (Gu.IsDiag ∧ Gd.IsDiag) ∧ ∀ x, siteDensity Gu Gd x = 1 / 2) := by
  obtain ⟨hb, he⟩ := mueller_lower_bound hU hu hd
  -- complete the square on every site
  have hsq : U / 2 * ∑ x, siteDensity Gu Gd x * (siteDensity Gu Gd x - 1)
      = U / 2 * ∑ x, (siteDensity Gu Gd x - 1 / 2) ^ 2 - U * Fintype.card n / 8 := by
    have h1 : ∀ x, siteDensity Gu Gd x * (siteDensity Gu Gd x - 1)
        = (siteDensity Gu Gd x - 1 / 2) ^ 2 - 1 / 4 := fun x => by ring
    simp only [h1, Finset.sum_sub_distrib, Finset.sum_const, Finset.card_univ, nsmul_eq_mul]
    ring
  have hp : 0 ≤ ∑ x, (siteDensity Gu Gd x - 1 / 2) ^ 2 :=
    Finset.sum_nonneg fun x _ => sq_nonneg _
  have hp' : 0 ≤ U / 2 * ∑ x, (siteDensity Gu Gd x - 1 / 2) ^ 2 :=
    mul_nonneg (by positivity) hp
  refine ⟨by linarith, fun h => ⟨he.1 (by linarith), fun x => ?_⟩, fun h => ?_⟩
  · have h1 : U / 2 * ∑ x, (siteDensity Gu Gd x - 1 / 2) ^ 2 = 0 := by linarith
    have h2 := (mul_eq_zero.1 h1).resolve_left (by positivity)
    have h3 := (Finset.sum_eq_zero_iff_of_nonneg
      fun x _ => sq_nonneg (siteDensity Gu Gd x - 1 / 2)).1 h2 x (Finset.mem_univ x)
    linarith [pow_eq_zero_iff two_ne_zero |>.1 h3]
  · rw [he.2 h.1, hsq]
    simp [h.2]

/-- With occupation `1/4` per site and spin and no coherence between sites, the positive root is
`1/2` on the diagonal and the Müller interaction on `L` sites equals `-U L / 8`. -/
theorem mueller_floor_attained (U : ℝ) :
    IsPosRoot (diagonal fun _ : n => (1 / 2 : ℂ)) (diagonal fun _ => 1 / 4) ∧
      muellerInteraction U (diagonal fun _ : n => (1 / 4 : ℂ)) (diagonal fun _ => 1 / 4)
        (diagonal fun _ => 1 / 2) (diagonal fun _ => 1 / 2) = -(U * Fintype.card n / 8) := by
  refine ⟨⟨Matrix.posSemidef_diagonal_iff.2 fun _ => ?_, ?_⟩, ?_⟩
  · rw [Complex.le_def]
    norm_num
  · rw [Matrix.diagonal_mul_diagonal]
    norm_num
  · have hre : (1 / 4 : ℂ).re = 1 / 4 := by norm_num
    have hn : ‖(1 / 2 : ℂ)‖ = 1 / 2 := by norm_num
    simp only [muellerInteraction, siteDensity, Matrix.diagonal_apply_eq, hre, hn,
      Finset.sum_const, Finset.card_univ, nsmul_eq_mul]
    ring

/-- The density matrix of one electron in the bonding orbital of the two-site lattice. -/
def bonding : Matrix (Fin 2) (Fin 2) ℂ := !![1 / 2, 1 / 2; 1 / 2, 1 / 2]

/-- The bonding density matrix is its own positive root and is not diagonal; with both spins in
the bonding orbital the Müller interaction is `U/2`. -/
theorem bonding_witness (U : ℝ) :
    IsPosRoot bonding bonding ∧ ¬ bonding.IsDiag ∧
      muellerInteraction U bonding bonding bonding bonding = U / 2 := by
  have hs : bonding * bonding = bonding := by
    ext i j
    fin_cases i <;> fin_cases j <;> norm_num [bonding, Matrix.mul_apply, Fin.sum_univ_succ]
  have hh : bondingᴴ = bonding := by
    ext i j
    fin_cases i <;> fin_cases j <;> simp [bonding, Matrix.conjTranspose_apply]
  refine ⟨⟨?_, hs⟩, fun h => ?_, ?_⟩
  · have hp := Matrix.posSemidef_conjTranspose_mul_self bonding
    rwa [hh, hs] at hp
  · have h01 : bonding 0 1 = 0 := h (by decide)
    norm_num [bonding] at h01
  · have hre : ∀ i, (bonding i i).re = 1 / 2 := by
      intro i
      fin_cases i <;> norm_num [bonding]
    have hn : ∀ i, ‖bonding i i‖ = 1 / 2 := by
      intro i
      fin_cases i <;> norm_num [bonding]
    simp only [muellerInteraction, siteDensity, hre, hn, Fin.sum_univ_two]
    ring

end

end MuellerHubbard
```

```lean
#print axioms MuellerHubbard.mueller_lower_bound
-- 'MuellerHubbard.mueller_lower_bound' depends on axioms: [propext, Classical.choice, Quot.sound]
#print axioms MuellerHubbard.mueller_floor
-- 'MuellerHubbard.mueller_floor' depends on axioms: [propext, Classical.choice, Quot.sound]
#print axioms MuellerHubbard.mueller_floor_attained
-- 'MuellerHubbard.mueller_floor_attained' depends on axioms: [propext, Classical.choice, Quot.sound]
```

## From the row norm to the energy identity

`density_eq_row_norm` is the formula G_xx = Σ_y |S_xy|². It expands the matrix product and uses Hermiticity to turn each term into a squared modulus.

`offSiteWeight_nonneg_and_eq_zero_iff` treats D(S). A vanishing sum of nonnegative terms has only vanishing terms; this is applied first to the sum over rows and then within a row.

`mueller_gap` is the energy identity. Its local statement `key` splits the diagonal term from the row norm. After the sums are combined, `linear_combination key hu x + key hd x` does the algebra on one site, using the split once for each spin.

## The negative eigenvalue in Lean

`root_isDiag_iff` follows the two directions above. In the harder one, `rcases` separates the empty site from the occupied one. For the occupied site, `hSv` is the equation S v = −s v, checked component by component: at z = y it uses s² = g, and elsewhere it uses that G is diagonal. Positivity of S enters through `hq`, which becomes 0 ≤ −s ‖v‖² in `hq'`. The step `h3` then concludes that the component of v on site x is zero. Since x ≠ y, this component is S_xy.

## The bound, the floor and the two examples

`mueller_lower_bound` rewrites the interaction with the gap identity and replaces diagonality of G by diagonality of S, and then by zero off-site weight. What is left is that two nonnegative numbers with sum zero are both zero.

`mueller_floor` adds the completed square, `hsq`. If the floor is reached, the off-site weight and the sum of squares must both vanish, which gives the two conditions for equality.

`mueller_floor_attained` evaluates the uniform example with occupation 1/4. `bonding_witness` shows that the bonding density matrix B satisfies B² = B and B† = B. Positivity then follows from B = B†B, so B is its own positive root, and the energy U/2 comes from direct evaluation.
